# On the unsymmetrised pair space, sandwiching h⊗1 + 1⊗h between valence projectors P⊗P leaves a two-electron term unless PhP = 0 or P = 1

Let P and h be complex square matrices of one finite size with P² = P, and set Q = 1 − P and k = PhP. Then

(P⊗P)(h⊗1 + 1⊗h)(P⊗P) = k⊗1 + 1⊗k

holds if and only if k = 0 or Q = 0. Under the same condition, and only then, the left side equals a⊗1 + 1⊗b for some matrices a and b. Here h is a one-electron Hamiltonian, P projects on the valence space and Q on the core. Phillips–Kleinman theory replaces orthogonality to the core by a repulsive operator acting on pseudo-orbitals, which is not constructed here. The result isolates one algebraic fact relevant to effective core potentials: for two non-interacting electrons in a finite basis, projecting out a nonempty core (Q ≠ 0) produces, whenever k ≠ 0, an operator on the full, unsymmetrised pair space that is not equal to any sum a⊗1 + 1⊗b of one-electron operators.

```lean
import Mathlib

open Matrix
open scoped Kronecker

namespace ValenceProjection

variable {n : Type*} [Fintype n] [DecidableEq n]
```

## One-electron and pair operators

The finite type `n` labels basis orbitals and `n × n` labels pairs. The Kronecker product `⊗ₖ` has entries

(A⊗B)_(p,r),(q,s) = A_pq B_rs

so the first factor acts on the first electron. An operator with no two-electron part is a⊗1 + 1⊗b.

```lean
/-- The two-electron operator `a ⊗ 1 + 1 ⊗ b`, with `a` acting on the first electron and
`b` on the second. -/
def oneBody (a b : Matrix n n ℂ) : Matrix (n × n) (n × n) ℂ :=
  a ⊗ₖ (1 : Matrix n n ℂ) + (1 : Matrix n n ℂ) ⊗ₖ b
```

The core complement Q and the valence Hamiltonian k follow.

```lean
/-- The core complement `Q = 1 - P` of the valence projector `P`. -/
def core (P : Matrix n n ℂ) : Matrix n n ℂ := 1 - P

/-- The valence-projected one-electron Hamiltonian `k = P h P`. -/
def valenceH (P h : Matrix n n ℂ) : Matrix n n ℂ := P * h * P
```

The projected operator is named W below, and the pair term is T = −(k⊗Q + Q⊗k).

```lean
/-- The operator `h ⊗ 1 + 1 ⊗ h` sandwiched between pair projectors `P ⊗ P`. -/
def projected (P h : Matrix n n ℂ) : Matrix (n × n) (n × n) ℂ :=
  P ⊗ₖ P * oneBody h h * P ⊗ₖ P

/-- The pair term `-(k ⊗ Q + Q ⊗ k)` with `k = P h P` and `Q = 1 - P`. -/
def pairTerm (P h : Matrix n n ℂ) : Matrix (n × n) (n × n) ℂ :=
  -(valenceH P h ⊗ₖ core P + core P ⊗ₖ valenceH P h)
```

The only hypothesis, `hP : P * P = P`, says that removing the core part twice equals removing it once. Neither P nor h is assumed Hermitian, so oblique projectors are included. Electron repulsion, antisymmetry and more than two electrons are not modelled.

## Splitting off the pair term

The mixed-product rule (A⊗B)(C⊗D) = AC⊗BD and P·1·P = P give

W = PhP⊗PP + PP⊗PhP = k⊗P + P⊗k

In Lean, `Matrix.mul_kronecker_mul` read backwards merges the products and `hP` contracts PP.

```lean
/-- For idempotent `P` the projected operator equals `k ⊗ P + P ⊗ k`. -/
theorem projected_eq {P : Matrix n n ℂ} (hP : P * P = P) (h : Matrix n n ℂ) :
    projected P h = valenceH P h ⊗ₖ P + P ⊗ₖ valenceH P h := by
  unfold projected oneBody valenceH
  rw [mul_add, add_mul]
  simp only [← Matrix.mul_kronecker_mul, mul_one, hP]
```

Substituting P = 1 − Q in the bare factors yields

W = k⊗1 + 1⊗k − (k⊗Q + Q⊗k) = k⊗1 + 1⊗k + T

which `ring` confirms entry by entry.

```lean
/-- For idempotent `P` the projected operator is `k ⊗ 1 + 1 ⊗ k` plus the pair term. -/
theorem projected_decomposition {P : Matrix n n ℂ} (hP : P * P = P) (h : Matrix n n ℂ) :
    projected P h = oneBody (valenceH P h) (valenceH P h) + pairTerm P h := by
  rw [projected_eq hP]
  ext ⟨p, r⟩ ⟨q, s⟩
  simp only [oneBody, pairTerm, core, Matrix.add_apply, Matrix.neg_apply, Matrix.sub_apply,
    Matrix.kroneckerMap_apply]
  ring
```

## When a symmetrised product vanishes

For any A and B, A⊗B + B⊗A = 0 holds exactly when A = 0 or B = 0. The entries of the equation (`e`) read

A_pq B_rs + B_pq A_rs = 0

If B ≠ 0, pick B_rs ≠ 0. Setting p = r, q = s gives 2A_rs B_rs = 0, so A_rs = 0 (`hA`). The general entry then reduces to A_pq B_rs = 0, so every A_pq vanishes.

```lean
omit [Fintype n] [DecidableEq n] in
/-- The symmetrised product `A ⊗ B + B ⊗ A` vanishes exactly when `A` or `B` vanishes. -/
theorem sym_kronecker_eq_zero_iff (A B : Matrix n n ℂ) :
    A ⊗ₖ B + B ⊗ₖ A = 0 ↔ A = 0 ∨ B = 0 := by
  constructor
  · intro H
    have e : ∀ p q r s, A p q * B r s + B p q * A r s = 0 := fun p q r s => by
      have := congrFun (congrFun H (p, r)) (q, s)
      simpa only [Matrix.add_apply, Matrix.kroneckerMap_apply, Matrix.zero_apply] using this
    by_cases hB : B = 0
    · exact Or.inr hB
    left
    obtain ⟨r, s, hrs⟩ : ∃ r s, B r s ≠ 0 := by
      by_contra hc
      apply hB
      ext r s
      by_contra h2
      exact hc ⟨r, s, h2⟩
    -- first the entry of A at the position of the nonzero entry of B
    have h1 : A r s * B r s = 0 := by linear_combination (1 / 2) * e r s r s
    have hA : A r s = 0 := (mul_eq_zero.1 h1).resolve_right hrs
    -- then every other entry
    ext p q
    have h2 : A p q * B r s = 0 := by linear_combination e p q r s - B p q * hA
    exact (mul_eq_zero.1 h2).resolve_right hrs
  · rintro (H | H) <;> simp [H]
```

With A = k and B = Q, the pair term is zero if and only if k = 0 or Q = 0, which is the first claim: either h has no valence–valence block or there is no core.

```lean
/-- For idempotent `P` the projected operator equals `k ⊗ 1 + 1 ⊗ k` if and only if
`k = P h P` vanishes or `Q = 1 - P` vanishes. -/
theorem projected_eq_oneBody_iff {P : Matrix n n ℂ} (hP : P * P = P) (h : Matrix n n ℂ) :
    projected P h = oneBody (valenceH P h) (valenceH P h) ↔
      valenceH P h = 0 ∨ core P = 0 := by
  rw [projected_decomposition hP, ← sym_kronecker_eq_zero_iff]
  constructor
  · intro H
    have h0 : pairTerm P h = 0 := add_left_cancel (H.trans (add_zero _).symm)
    exact neg_eq_zero.1 h0
  · intro H
    rw [pairTerm, H, neg_zero, add_zero]
```

## No other one-electron operators absorb the term

A nonzero T might still be absorbed by a different choice of a and b, and `exists_oneBody_iff` excludes this. Suppose W = a⊗1 + 1⊗b and Q_ij ≠ 0 for some i, j. Since QP = 0 and Qk = 0, both (1⊗Q)W and (Q⊗1)W vanish (`h1`, `h2`):

a⊗Q + 1⊗Qb = 0

Qa⊗1 + Q⊗b = 0

With δ the Kronecker delta, entry (p,i),(q,j) of the first equation is

a_pq Q_ij + δ_pq (Qb)_ij = 0

so a = α·1 with α = −(Qb)_ij / Q_ij. The second equation gives b = β·1 with β = −(Qa)_ij / Q_ij. Inserting both at p = q = i gives (α + β)Q_ij = 0, hence α + β = 0 (`hαβ`) and W = 0. Then k⊗P + P⊗k = 0 forces k = 0 or P = 0, and P = 0 implies k = 0. The converse takes a = b = k.

```lean
/-- For idempotent `P` the projected operator has the form `a ⊗ 1 + 1 ⊗ b` for some
one-electron operators `a`, `b` if and only if `k = P h P` or `Q = 1 - P` vanishes. -/
theorem exists_oneBody_iff {P : Matrix n n ℂ} (hP : P * P = P) (h : Matrix n n ℂ) :
    (∃ a b, projected P h = oneBody a b) ↔ valenceH P h = 0 ∨ core P = 0 := by
  refine ⟨?_, fun H => ⟨_, _, (projected_eq_oneBody_iff hP h).2 H⟩⟩
  rintro ⟨a, b, H⟩
  by_cases hQ : core P = 0
  · exact Or.inr hQ
  left
  obtain ⟨i, j, hij⟩ : ∃ i j, core P i j ≠ 0 := by
    by_contra hc
    apply hQ
    ext i j
    by_contra h2
    exact hc ⟨i, j, h2⟩
  have hQP : core P * P = 0 := by rw [core, sub_mul, one_mul, hP, sub_self]
  have hQk : core P * valenceH P h = 0 := by
    unfold valenceH
    rw [← mul_assoc, ← mul_assoc, hQP, zero_mul, zero_mul]
  -- Q on either electron annihilates the projected operator
  have h1 : (1 : Matrix n n ℂ) ⊗ₖ core P * projected P h = 0 := by
    rw [projected_eq hP, mul_add]
    simp only [← Matrix.mul_kronecker_mul, hQP, hQk, Matrix.kronecker_zero, add_zero]
  have h2 : core P ⊗ₖ (1 : Matrix n n ℂ) * projected P h = 0 := by
    rw [projected_eq hP, mul_add]
    simp only [← Matrix.mul_kronecker_mul, hQP, hQk, Matrix.zero_kronecker, add_zero]
  rw [H, oneBody, mul_add] at h1 h2
  simp only [← Matrix.mul_kronecker_mul, mul_one, one_mul] at h1 h2
  have e1 : ∀ p q, a p q * core P i j + (1 : Matrix n n ℂ) p q * (core P * b) i j = 0 :=
    fun p q => by
      have := congrFun (congrFun h1 (p, i)) (q, j)
      simpa only [Matrix.add_apply, Matrix.kroneckerMap_apply, Matrix.zero_apply] using this
  have e2 : ∀ p q, (core P * a) i j * (1 : Matrix n n ℂ) p q + core P i j * b p q = 0 :=
    fun p q => by
      have := congrFun (congrFun h2 (i, p)) (j, q)
      simpa only [Matrix.add_apply, Matrix.kroneckerMap_apply, Matrix.zero_apply] using this
  -- hence a and b are multiples of the identity
  obtain ⟨α, ha⟩ : ∃ α : ℂ, a = α • (1 : Matrix n n ℂ) := by
    refine ⟨-((core P * b) i j) / core P i j, ?_⟩
    ext p q
    rw [Matrix.smul_apply, smul_eq_mul, div_mul_eq_mul_div, eq_div_iff hij]
    linear_combination e1 p q
  obtain ⟨β, hb⟩ : ∃ β : ℂ, b = β • (1 : Matrix n n ℂ) := by
    refine ⟨-((core P * a) i j) / core P i j, ?_⟩
    ext p q
    rw [Matrix.smul_apply, smul_eq_mul, div_mul_eq_mul_div, eq_div_iff hij]
    linear_combination e2 p q
  -- the two constants cancel
  have hαβ : α + β = 0 := by
    have e := e1 i i
    rw [ha, hb] at e
    simp only [Matrix.mul_smul, mul_one, Matrix.smul_apply, smul_eq_mul, Matrix.one_apply_eq,
      one_mul] at e
    have e' : (α + β) * core P i j = 0 := by linear_combination e
    exact (mul_eq_zero.1 e').resolve_right hij
  have h0 : oneBody a b = 0 := by
    rw [ha, hb]
    ext ⟨p, r⟩ ⟨q, s⟩
    simp only [oneBody, Matrix.add_apply, Matrix.kroneckerMap_apply, Matrix.smul_apply,
      smul_eq_mul, Matrix.zero_apply]
    linear_combination ((1 : Matrix n n ℂ) p q * (1 : Matrix n n ℂ) r s) * hαβ
  rw [h0, projected_eq hP, sym_kronecker_eq_zero_iff] at H
  rcases H with H | H
  · exact H
  · rw [valenceH, H, mul_zero]
```

## The pair term acts only on core components

Using QP = 0 once more,

T(P⊗P) = −(kP⊗QP + QP⊗kP) = 0

So W and k⊗1 + 1⊗k agree on pure valence pair states. They differ only on pair functions with a core component. For Hermitian P, products of pseudo-orbitals that are not orthogonal to the core have such a component.

```lean
/-- For idempotent `P` the pair term multiplied from the right by the pair projector
`P ⊗ P` is zero. -/
theorem pairTerm_mul_projector {P : Matrix n n ℂ} (hP : P * P = P) (h : Matrix n n ℂ) :
    pairTerm P h * P ⊗ₖ P = 0 := by
  have hQP : core P * P = 0 := by rw [core, sub_mul, one_mul, hP, sub_self]
  rw [pairTerm, neg_mul, add_mul]
  simp only [← Matrix.mul_kronecker_mul, hQP, Matrix.kronecker_zero, Matrix.zero_kronecker,
    add_zero, neg_zero]
```

## One and two orbitals

With one orbital, P² = P means P = 0 or P = 1, so k = 0 or Q = 0 and T vanishes. The same size shows the role of idempotence. For P = −1 and h = 1 one has P⊗P = 1, W = 2 and k = 1, so W = k⊗1 + 1⊗k although k = 1 and Q = 2 are nonzero, and both equivalences fail.

Two orbitals, 0 for valence and 1 for core, give a nonzero pair term.

```lean
/-- The projector on the first of two orbitals. -/
def modelP : Matrix (Fin 2) (Fin 2) ℂ := !![1, 0; 0, 0]

/-- A two-orbital Hamiltonian with diagonal entries `-1`, `-2` and coupling `1`. -/
def modelH : Matrix (Fin 2) (Fin 2) ℂ := !![-1, 1; 1, -2]
```

Here k = diag(−1, 0) and Q = diag(0, 1). In the pair order (0,0), (0,1), (1,0), (1,1),

W = diag(−2, 0, 0, 0)

k⊗1 + 1⊗k = diag(−2, −1, −1, 0)

T = diag(0, 1, 1, 0)

The pair term cancels the valence energy whenever the other electron sits in the core. The restriction to the full pair space matters here: on the single antisymmetric combination of (0,1) and (1,0), W acts as zero, which a = b = 0 reproduces. The one-orbital cases, these diagonals and this last remark are ordinary arithmetic and not theorems of the file. The theorem `projection_witness` states P² = P, k ≠ 0, Q ≠ 0 and the non-existence of a and b. It gets the two inequalities from the entries k₀₀ and Q₁₁ and the last claim from `exists_oneBody_iff`.

```lean
/-- In the two-orbital model `P` is idempotent, `k` and `Q` are nonzero, and the projected
operator is not of the form `a ⊗ 1 + 1 ⊗ b`. -/
theorem projection_witness :
    modelP * modelP = modelP ∧ valenceH modelP modelH ≠ 0 ∧ core modelP ≠ 0 ∧
      ¬ ∃ a b, projected modelP modelH = oneBody a b := by
  have hP : modelP * modelP = modelP := by
    ext i j
    fin_cases i <;> fin_cases j <;> simp [modelP, Matrix.mul_apply, Fin.sum_univ_two]
  have hk : valenceH modelP modelH ≠ 0 := by
    intro H
    have := congrFun (congrFun H 0) 0
    simp [valenceH, modelP, modelH, Matrix.mul_apply, Fin.sum_univ_two] at this
  have hQ : core modelP ≠ 0 := by
    intro H
    have := congrFun (congrFun H 1) 1
    simp [core, modelP] at this
  refine ⟨hP, hk, hQ, fun H => ?_⟩
  exact ((exists_oneBody_iff hP modelH).1 H).elim hk hQ

end ValenceProjection
```

```lean
#print axioms ValenceProjection.exists_oneBody_iff
-- 'ValenceProjection.exists_oneBody_iff' depends on axioms: [propext, Classical.choice, Quot.sound]
#print axioms ValenceProjection.pairTerm_mul_projector
-- 'ValenceProjection.pairTerm_mul_projector' depends on axioms: [propext, Classical.choice, Quot.sound]
```
